# For a positive definite Hessian, damping never turns the Levenberg–Marquardt step away from steepest descent

Take an energy with gradient $g=(1,1)$ and Hessian $B=\mathrm{diag}(1,4)$: apart from its sign, the minimisation step with damping $l$, $(B+l)^{-1}g$, is parallel to $(4+l,\,1+l)$ and turns from $(4,1)$ towards $g$ as $l$ grows. The Lean code below proves that for every real symmetric positive definite $B$ and nonzero $g$, the cosine of the angle between $(B+l)^{-1}g$ and $g$ is nondecreasing on $l\ge 0$ and tends to one as $l\to\infty$.

```lean
import Mathlib

open Matrix Filter Topology

namespace LevenbergMarquardt

noncomputable section

variable {n : Type*} [Fintype n] [DecidableEq n] {B : Matrix n n ℝ} {g : n → ℝ}

/-- The cosine of the angle between two nonzero real vectors. -/
def cosine (x y : n → ℝ) : ℝ := x ⬝ᵥ y / (√(x ⬝ᵥ x) * √(y ⬝ᵥ y))

/-- The Levenberg-Marquardt direction `(B + l)⁻¹ g`, up to the overall minus sign of a descent
step, for dampings `l` that make `B + l` invertible. -/
def lmStep (B : Matrix n n ℝ) (g : n → ℝ) (l : ℝ) : n → ℝ :=
  (B + l • (1 : Matrix n n ℝ))⁻¹ *ᵥ g

/-- The Frobenius norm of a real matrix. -/
def frobenius (B : Matrix n n ℝ) : ℝ := √(∑ i, ∑ j, B i j ^ 2)

omit [DecidableEq n] in
/-- A nonzero real vector has positive squared length. -/
theorem dot_self_pos {x : n → ℝ} (hx : x ≠ 0) : 0 < x ⬝ᵥ x :=
  lt_of_le_of_ne (Finset.sum_nonneg fun i _ => mul_self_nonneg (x i))
    (Ne.symm (mt dotProduct_self_eq_zero.1 hx))

omit [DecidableEq n] in
/-- The Cauchy-Schwarz inequality for real vectors. -/
theorem dot_sq_le (x y : n → ℝ) : (x ⬝ᵥ y) ^ 2 ≤ (x ⬝ᵥ x) * (y ⬝ᵥ y) := by
  have h := Finset.sum_mul_sq_le_sq_mul_sq Finset.univ x y
  simpa only [dotProduct, pow_two] using h

/-- For positive definite `B` and damping `l ≥ 0`, the Levenberg-Marquardt direction is the
unique solution `x` of the damped Newton equation `B x + l x = g`. -/
theorem lmStep_eq_iff (hB : B.PosDef) {l : ℝ} (hl : 0 ≤ l) {x : n → ℝ} :
    lmStep B g l = x ↔ B *ᵥ x + l • x = g := by
  have hA : (B + l • (1 : Matrix n n ℝ)).PosDef :=
    hB.add_posSemidef (Matrix.PosSemidef.one.smul hl)
  have hu : IsUnit (B + l • (1 : Matrix n n ℝ)).det := hA.det_pos.ne'.isUnit
  have hx : B *ᵥ x + l • x = (B + l • (1 : Matrix n n ℝ)) *ᵥ x := by
    rw [add_mulVec, smul_mulVec, one_mulVec]
  rw [hx, lmStep]
  constructor <;> intro h
  · rw [← h, mulVec_mulVec, mul_nonsing_inv _ hu, one_mulVec]
  · rw [← h, mulVec_mulVec, nonsing_inv_mul _ hu, one_mulVec]

/-- For real numbers with `m1`, `m2`, `m3` positive, `d ≥ 0`, `m1 ^ 2 ≤ m0 * m2` and
`m2 ^ 2 ≤ m1 * m3`, the polynomial inequality stated here holds. -/
theorem moment_inequality {m0 m1 m2 m3 d : ℝ} (h1 : 0 < m1) (h2 : 0 < m2) (h3 : 0 < m3)
    (hd : 0 ≤ d) (hG : m1 ^ 2 ≤ m0 * m2) (hK : m2 ^ 2 ≤ m1 * m3) :
    (m3 + 2 * d * m2 + d ^ 2 * m1) ^ 2 * m2 ≤
      (m3 + d * m2) ^ 2 * (m2 + 2 * d * m1 + d ^ 2 * m0) := by
  have t1 : 0 ≤ (2 * d * (m3 + d * m2) * m2 + d ^ 2 * ((m3 + d * m2) * m1 +
      m2 * (m2 + d * m1))) * (m1 * m3 - m2 ^ 2) :=
    mul_nonneg (by positivity) (sub_nonneg.2 hK)
  have t2 : 0 ≤ (d ^ 2 * (m3 + d * m2) ^ 2) * (m0 * m2 - m1 ^ 2) :=
    mul_nonneg (by positivity) (sub_nonneg.2 hG)
  -- `m2` times the difference of the two sides is `t1 + t2`
  have key : 0 ≤ m2 * ((m3 + d * m2) ^ 2 * (m2 + 2 * d * m1 + d ^ 2 * m0) -
      (m3 + 2 * d * m2 + d ^ 2 * m1) ^ 2 * m2) := by
    linarith
  exact sub_nonneg.1 ((mul_nonneg_iff_of_pos_left h2).1 key)

/-- For positive definite `B` and nonzero `g`, the cosine between step and gradient is
nondecreasing in the damping `l ≥ 0`. -/
theorem cosine_monotoneOn (hB : B.PosDef) (hg : g ≠ 0) :
    MonotoneOn (fun l => cosine (lmStep B g l) g) (Set.Ici 0) := by
  intro l hl m hm hlm
  obtain ⟨d, rfl⟩ : ∃ d, m = l + d := ⟨m - l, by ring⟩
  have hd : 0 ≤ d := by linarith
  have hl' : 0 ≤ l := hl
  -- `q` is the step at the larger damping, and `(B + l) r = q`
  obtain ⟨q, hq⟩ : ∃ q, lmStep B g (l + d) = q := ⟨_, rfl⟩
  obtain ⟨r, hr⟩ : ∃ r, lmStep B q l = r := ⟨_, rfl⟩
  have hqg := (lmStep_eq_iff hB hm).1 hq
  have hrq' := (lmStep_eq_iff hB hl').1 hr
  have hBr : B *ᵥ r = q - l • r := eq_sub_of_add_eq hrq'
  have hp : lmStep B g l = q + d • r := by
    rw [lmStep_eq_iff hB hl', mulVec_add, mulVec_smul, hBr, ← hqg]
    module
  have hq0 : q ≠ 0 := fun h0 => hg (by rw [← hqg, h0]; simp)
  have hr0 : r ≠ 0 := fun h0 => hq0 (by rw [← hrq', h0]; simp)
  have hqq := dot_self_pos hq0
  have hrr := dot_self_pos hr0
  have hqBq := hB.dotProduct_mulVec_pos hq0
  have hrBr := hB.dotProduct_mulVec_pos hr0
  rw [star_trivial] at hqBq hrBr
  have hrq : 0 < r ⬝ᵥ q := by
    rw [hBr, dotProduct_sub, dotProduct_smul, smul_eq_mul] at hrBr
    nlinarith [mul_nonneg hl' hrr.le]
  have hcomm : q ⬝ᵥ r = r ⬝ᵥ q := dotProduct_comm q r
  have hsym : r ⬝ᵥ B *ᵥ q = q ⬝ᵥ q - l * (r ⬝ᵥ q) := by
    have hT : Bᵀ = B := by
      rw [← conjTranspose_eq_transpose_of_trivial]
      exact hB.isHermitian.eq
    rw [dotProduct_mulVec, ← mulVec_transpose, hT, hBr, sub_dotProduct, smul_dotProduct,
      smul_eq_mul]
  -- Cauchy-Schwarz in the metric `B + l`
  have hK : (q ⬝ᵥ q) ^ 2 ≤ (r ⬝ᵥ q) * (q ⬝ᵥ B *ᵥ q + l * (q ⬝ᵥ q)) := by
    obtain ⟨u, hu⟩ : ∃ u, u = (q ⬝ᵥ q) • r - (r ⬝ᵥ q) • q := ⟨_, rfl⟩
    have h1 := hB.posSemidef.dotProduct_mulVec_nonneg u
    rw [star_trivial] at h1
    have h2 : 0 ≤ u ⬝ᵥ u := Finset.sum_nonneg fun i _ => mul_self_nonneg (u i)
    have e : u ⬝ᵥ B *ᵥ u + l * (u ⬝ᵥ u) =
        (r ⬝ᵥ q) * ((r ⬝ᵥ q) * (q ⬝ᵥ B *ᵥ q + l * (q ⬝ᵥ q)) - (q ⬝ᵥ q) ^ 2) := by
      rw [hu]
      simp only [mulVec_sub, mulVec_smul, hBr, dotProduct_sub, sub_dotProduct,
        smul_dotProduct, dotProduct_smul, smul_eq_mul, hsym, hcomm]
      ring
    have h3 := add_nonneg h1 (mul_nonneg hl' h2)
    rw [e] at h3
    exact sub_nonneg.1 ((mul_nonneg_iff_of_pos_left hrq).1 h3)
  have e1 : (q + d • r) ⬝ᵥ (q + d • r) =
      q ⬝ᵥ q + 2 * d * (r ⬝ᵥ q) + d ^ 2 * (r ⬝ᵥ r) := by
    simp only [dotProduct_add, add_dotProduct, smul_dotProduct, dotProduct_smul,
      smul_eq_mul, hcomm]
    ring
  have e2 : (q + d • r) ⬝ᵥ g = (q ⬝ᵥ B *ᵥ q + l * (q ⬝ᵥ q)) + 2 * d * (q ⬝ᵥ q) +
      d ^ 2 * (r ⬝ᵥ q) := by
    rw [← hqg]
    simp only [dotProduct_add, add_dotProduct, smul_dotProduct, dotProduct_smul,
      smul_eq_mul, hsym]
    ring
  have e3 : q ⬝ᵥ g = (q ⬝ᵥ B *ᵥ q + l * (q ⬝ᵥ q)) + d * (q ⬝ᵥ q) := by
    rw [← hqg]
    simp only [dotProduct_add, dotProduct_smul, smul_eq_mul]
    ring
  have key := moment_inequality hrq hqq (by positivity) hd (dot_sq_le r q) hK
  rw [← e1, ← e2, ← e3] at key
  have hpp : 0 < (q + d • r) ⬝ᵥ (q + d • r) := by rw [e1]; positivity
  have hqg0 : 0 < q ⬝ᵥ g := by rw [e3]; positivity
  have hs : ((q + d • r) ⬝ᵥ g) * √(q ⬝ᵥ q) ≤
      (q ⬝ᵥ g) * √((q + d • r) ⬝ᵥ (q + d • r)) := by
    refine (le_abs_self _).trans
      (abs_le_of_sq_le_sq ?_ (mul_nonneg hqg0.le (Real.sqrt_nonneg _)))
    rw [mul_pow, mul_pow, Real.sq_sqrt hqq.le, Real.sq_sqrt hpp.le]
    exact key
  have sg := Real.sqrt_pos.2 (dot_self_pos hg)
  change cosine (lmStep B g l) g ≤ cosine (lmStep B g (l + d)) g
  rw [hp, hq, cosine, cosine, div_le_div_iff₀ (mul_pos (Real.sqrt_pos.2 hpp) sg)
    (mul_pos (Real.sqrt_pos.2 hqq) sg), ← mul_assoc, ← mul_assoc]
  exact mul_le_mul_of_nonneg_right hs sg.le

/-- For positive definite `B`, nonzero `g` and damping `l > 0`, the cosine between step and
gradient is at least `l / (l + F)`, with `F` the Frobenius norm of `B`. -/
theorem cosine_lower_bound (hB : B.PosDef) (hg : g ≠ 0) {l : ℝ} (hl : 0 < l) :
    l / (l + frobenius B) ≤ cosine (lmStep B g l) g := by
  obtain ⟨p, hp⟩ : ∃ p, lmStep B g l = p := ⟨_, rfl⟩
  have hpg := (lmStep_eq_iff hB hl.le).1 hp
  have hp0 : p ≠ 0 := fun h0 => hg (by rw [← hpg, h0]; simp)
  have hpp := dot_self_pos hp0
  have hF : 0 ≤ frobenius B := Real.sqrt_nonneg _
  have hpBp := hB.dotProduct_mulVec_pos hp0
  rw [star_trivial] at hpBp
  -- the Frobenius norm bounds the action of `B`
  have hBB : (B *ᵥ p) ⬝ᵥ (B *ᵥ p) ≤ frobenius B ^ 2 * (p ⬝ᵥ p) := by
    rw [frobenius, Real.sq_sqrt (by positivity), Finset.sum_mul]
    refine Finset.sum_le_sum fun i _ => ?_
    have h1 := dot_sq_le (B i) p
    simpa only [dotProduct, mulVec, pow_two] using h1
  have hle : p ⬝ᵥ B *ᵥ p ≤ frobenius B * (p ⬝ᵥ p) := by
    refine (le_abs_self _).trans (abs_le_of_sq_le_sq ?_ (by positivity))
    nlinarith [dot_sq_le p (B *ᵥ p), mul_le_mul_of_nonneg_left hBB hpp.le]
  have hlen : √(g ⬝ᵥ g) ≤ (l + frobenius B) * √(p ⬝ᵥ p) := by
    refine Real.sqrt_le_iff.2 ⟨by positivity, ?_⟩
    have e : g ⬝ᵥ g = (B *ᵥ p) ⬝ᵥ (B *ᵥ p) + 2 * l * (p ⬝ᵥ B *ᵥ p) + l ^ 2 * (p ⬝ᵥ p) := by
      rw [← hpg]
      simp only [dotProduct_add, add_dotProduct, smul_dotProduct, dotProduct_smul,
        smul_eq_mul, dotProduct_comm (B *ᵥ p) p]
      ring
    rw [mul_pow, Real.sq_sqrt hpp.le, e]
    nlinarith [mul_le_mul_of_nonneg_left hle hl.le]
  have e2 : p ⬝ᵥ g = p ⬝ᵥ B *ᵥ p + l * (p ⬝ᵥ p) := by
    rw [← hpg, dotProduct_add, dotProduct_smul, smul_eq_mul]
  rw [hp, cosine, div_le_div_iff₀ (by positivity)
    (mul_pos (Real.sqrt_pos.2 hpp) (Real.sqrt_pos.2 (dot_self_pos hg))), e2]
  calc l * (√(p ⬝ᵥ p) * √(g ⬝ᵥ g))
      ≤ l * (√(p ⬝ᵥ p) * ((l + frobenius B) * √(p ⬝ᵥ p))) := by gcongr
    _ = l * (l + frobenius B) * (p ⬝ᵥ p) := by
        linear_combination l * (l + frobenius B) * Real.mul_self_sqrt hpp.le
    _ ≤ (p ⬝ᵥ B *ᵥ p + l * (p ⬝ᵥ p)) * (l + frobenius B) := by
        nlinarith [mul_nonneg hpBp.le (add_nonneg hl.le hF)]

/-- For symmetric positive definite `B` and nonzero `g`, the cosine of the angle between
`(B + l)⁻¹ g` and `g` is nondecreasing in `l ≥ 0` and tends to one as `l` tends to infinity. -/
theorem damping_turns_step_to_gradient (hB : B.PosDef) (hg : g ≠ 0) :
    MonotoneOn (fun l => cosine (lmStep B g l) g) (Set.Ici 0) ∧
      Tendsto (fun l => cosine (lmStep B g l) g) atTop (𝓝 1) := by
  refine ⟨cosine_monotoneOn hB hg, ?_⟩
  -- squeeze between `1 - F / (l + F)` and `1`
  have hlim : Tendsto (fun l : ℝ => 1 - frobenius B / (l + frobenius B)) atTop (𝓝 1) := by
    have h1 : Tendsto (fun l : ℝ => l + frobenius B) atTop atTop :=
      tendsto_atTop_add_const_right _ _ tendsto_id
    simpa using (h1.const_div_atTop (frobenius B)).const_sub 1
  refine tendsto_of_tendsto_of_tendsto_of_le_of_le' hlim tendsto_const_nhds ?_ ?_
  · filter_upwards [eventually_gt_atTop 0] with l hl
    have hF : 0 ≤ frobenius B := Real.sqrt_nonneg _
    have hs : l + frobenius B ≠ 0 := by positivity
    have e : 1 - frobenius B / (l + frobenius B) = l / (l + frobenius B) := by
      rw [eq_div_iff hs, sub_mul, div_mul_cancel₀ _ hs]
      ring
    rw [e]
    exact cosine_lower_bound hB hg hl
  · refine Eventually.of_forall fun l => ?_
    have h0 : 0 ≤ lmStep B g l ⬝ᵥ lmStep B g l :=
      Finset.sum_nonneg fun i _ => mul_self_nonneg (lmStep B g l i)
    refine div_le_one_of_le₀ ?_ (by positivity)
    rw [← Real.sqrt_mul h0]
    exact (le_abs_self _).trans (Real.abs_le_sqrt (dot_sq_le _ _))

end

end LevenbergMarquardt
```

```lean
#print axioms LevenbergMarquardt.damping_turns_step_to_gradient
-- 'LevenbergMarquardt.damping_turns_step_to_gradient' depends on axioms: [propext, Classical.choice, Quot.sound]
```

In the example, the undamped step favours the soft direction by a factor of four. Damping adds the same $l$ to both curvatures, so their ratio approaches one.

## Step, angle and Hessian in Lean

`lmStep B g l` is the matrix inverse of $B+l$ applied to $g$. The actual step and steepest descent both carry a minus sign, which leaves their angle unchanged. Textbooks often write $\lambda$ for the damping $l$, and in least squares $B$ is $J^{\mathsf T}J$, with $J$ the Jacobian of the residuals, and is positive definite exactly when the columns of $J$ are linearly independent; here $B$ is any real matrix satisfying `B.PosDef`, which includes symmetry. This hypothesis says that the quadratic model of the energy curves upwards in every direction.

`cosine` is the dot product divided by both Euclidean lengths, so neither vector needs to be normalised. `MonotoneOn … (Set.Ici 0)` means nondecreasing on $l\ge0$, and `Tendsto … atTop (𝓝 1)` is the limit.

The result bears on geometry and orbital optimisation in electronic structure, for finitely many real parameters, a positive definite Hessian model and damping by a multiple of the identity. It concerns direction at fixed $B$ and $g$; that the true energy falls along a step of finite length is a separate matter.

## Comparing two dampings

By `lmStep_eq_iff`, the step at damping $l$ is the unique solution $x$ of $Bx+lx=g$. Let $A=B+l$, let $p$ and $q$ be the steps at $l$ and $l+d$ with $d\ge0$, and let $r=A^{-1}q$. Then
$$A(q+dr)=Aq+dq=g,\qquad\text{so}\qquad p=q+dr .$$

With $m_k=r\cdot A^k r$, the symmetry of $A$ gives $m_0=r\cdot r$, $m_1=r\cdot q$, $m_2=q\cdot q$ and $m_3=q\cdot Aq$, all positive. Expansion, in `e1`, `e2` and `e3`, yields
$$|p|^2=m_2+2dm_1+d^2m_0,$$
$$p\cdot g=m_3+2dm_2+d^2m_1,\qquad q\cdot g=m_3+dm_2 .$$

Both products with $g$ are positive, so the cosine at $l$ is at most that at $l+d$ exactly when
$$(p\cdot g)^2|q|^2\le(q\cdot g)^2|p|^2 .$$

Two Cauchy–Schwarz inequalities suffice. The ordinary one gives $G=m_0m_2-m_1^2\ge0$. For the one in the metric $A$, `hK` takes $u=m_2r-m_1q$ and finds
$$0\le u\cdot Au=m_1(m_1m_3-m_2^2),$$
so $K=m_1m_3-m_2^2\ge0$. Writing $a=m_3+dm_2$ and $b=m_2+dm_1$, we have $p\cdot g=a+db$ and $am_1-bm_2=K$. Hence
$$m_2\left[a^2|p|^2-(a+db)^2m_2\right]=\left[2dam_2+d^2(am_1+bm_2)\right]K+d^2a^2G\ge0 .$$

This is `moment_inequality`, whose `t1` and `t2` are the two terms on the right. `cosine_monotoneOn` then takes square roots and divides by the lengths.

## The limit of strong damping

Let $F$ be the Frobenius norm of $B$. Cauchy–Schwarz on each row gives $|Bp|\le F|p|$. For $l>0$,
$$p\cdot g=p\cdot Bp+l|p|^2\ge l|p|^2,\qquad |g|=|Bp+lp|\le(l+F)|p| .$$
Dividing gives `cosine_lower_bound`:
$$\frac{p\cdot g}{|p|\,|g|}\ge\frac{l}{l+F} .$$
The final theorem writes this bound as $1-F/(l+F)$, takes the upper bound $1$ from Cauchy–Schwarz, and squeezes.

## An indefinite Hessian

Take $B=\mathrm{diag}(1,-2)$ and $g=(1,1)$. At $l=0$ the vector $(B+l)^{-1}g$ is $(1,-\tfrac12)$, with cosine $1/\sqrt{10}$; at $l=1$ it is $(\tfrac12,-1)$, with cosine $-1/\sqrt{10}$. The cosine has fallen, so symmetry and invertibility of $B$ alone do not give monotonicity.
